# Born tensors in trigonal selenium: symmetry and charge neutrality leave three free parameters

Trigonal selenium is an elemental crystal, yet moving one of its atoms can polarise it. The cell holds three atoms on a helix along $z$, related by a 120° screw rotation, and each atom sits on a twofold axis perpendicular to the helix. The Born effective charges must sum to zero over the cell, but since they are tensors that differ in orientation from atom to atom, they need not vanish one by one. The question is which tensors remain possible.

Let $Z$ be the Born tensor of atom 0, whose twofold axis is taken along $x$. The entry $Z_{ij}$ gives the change in the cell dipole along $i$ per unit displacement along $j$, when the atom moves alike in every cell and the macroscopic electric field is held at zero. The indices 0, 1, 2 stand for $x$, $y$, $z$. The answer is

$$Z=\begin{pmatrix}a&0&0\\0&-a&c\\0&d&0\end{pmatrix},\qquad a,c,d\in\mathbb R .$$

In Lean 4 with Mathlib:

```lean
import Mathlib

open Matrix

namespace TrigonalSeleniumBorn

noncomputable section
```

## The helix and its three tensors

The screw operation rotates by $2\pi/3$ about $z$ and translates along $z$. The translation leaves a tensor unchanged, so only the rotation $R$ is needed.

```lean
/-- The rotation by 120 degrees about the z axis. -/
def rot : Matrix (Fin 3) (Fin 3) ℝ :=
  !![Real.cos (2 * Real.pi / 3), -Real.sin (2 * Real.pi / 3), 0;
     Real.sin (2 * Real.pi / 3), Real.cos (2 * Real.pi / 3), 0;
     0, 0, 1]
```

The twofold rotation about $x$ is $T=\mathrm{diag}(1,-1,-1)$. Invariance of $Z$ means $TZT^{\mathsf T}=Z$, which for orthogonal $T$ is the same as $ZT=TZ$.

```lean
/-- The twofold rotation about the x axis. -/
def twofold : Matrix (Fin 3) (Fin 3) ℝ := !![1, 0, 0; 0, -1, 0; 0, 0, -1]
```

Atom $k$ carries the rotated tensor $Z^{(k)}=R^kZ(R^k)^{\mathsf T}$.

```lean
/-- The Born tensor of atom `k` on the helix, obtained by rotating the tensor `Z` of atom 0. -/
def siteTensor (Z : Matrix (Fin 3) (Fin 3) ℝ) (k : ℕ) : Matrix (Fin 3) (Fin 3) ℝ :=
  rot ^ k * Z * (rot ^ k)ᵀ
```

The total over $k=0,1,2$ must vanish, because a rigid translation of an insulating crystal induces no dipole. This acoustic sum rule enters below as a hypothesis, as does the twofold symmetry; neither is derived from an electronic Hamiltonian.

```lean
/-- The sum of the Born tensors of the three atoms in the cell. -/
def totalCharge (Z : Matrix (Fin 3) (Fin 3) ℝ) : Matrix (Fin 3) (Fin 3) ℝ :=
  ∑ k ∈ Finset.range 3, siteTensor Z k
```

If atom $k$ is displaced by $R^ku$, the dipole of the cell to first order is $\sum_k Z^{(k)}R^ku$.

```lean
/-- The cell dipole induced when atom `k` is displaced by the `k`-fold rotated vector `u`. -/
def cellDipole (Z : Matrix (Fin 3) (Fin 3) ℝ) (u : Fin 3 → ℝ) : Fin 3 → ℝ :=
  ∑ k ∈ Finset.range 3, siteTensor Z k *ᵥ (rot ^ k *ᵥ u)
```

## What neutrality alone requires

With $\cos(2\pi/3)=-\tfrac12$ and $\sin(2\pi/3)=\tfrac{\sqrt3}{2}$, the rotation has explicit entries. The proof obtains both values from the angle $\pi-\pi/3$.

```lean
/-- The entries of the 120 degree rotation. -/
theorem rot_eq : rot = !![-1/2, -(Real.sqrt 3 / 2), 0; Real.sqrt 3 / 2, -1/2, 0; 0, 0, 1] := by
  have h : 2 * Real.pi / 3 = Real.pi - Real.pi / 3 := by ring
  have hc : Real.cos (2 * Real.pi / 3) = -1/2 := by
    rw [h, Real.cos_pi_sub, Real.cos_pi_div_three]; norm_num
  have hs : Real.sin (2 * Real.pi / 3) = Real.sqrt 3 / 2 := by
    rw [h, Real.sin_pi_sub, Real.sin_pi_div_three]
  rw [rot, hc, hs]
```

Squaring $R$ reverses the sign of the sine. The upper left entry, for example, is $\tfrac14-\tfrac34=-\tfrac12$.

```lean
/-- The entries of the 240 degree rotation. -/
theorem rot_sq :
    rot ^ 2 = !![-1/2, Real.sqrt 3 / 2, 0; -(Real.sqrt 3 / 2), -1/2, 0; 0, 0, 1] := by
  have hs : Real.sqrt 3 ^ 2 = 3 := Real.sq_sqrt (by norm_num)
  rw [pow_two, rot_eq]
  generalize Real.sqrt 3 = s at hs ⊢
  ext i j
  fin_cases i <;> fin_cases j <;> simp [Matrix.mul_apply, Fin.sum_univ_three] <;>
    first
      | ring1
      | linear_combination (-1/4 : ℝ) * hs
```

Now write $C=-\tfrac12$ and $S=\tfrac{\sqrt3}2$. The 00 and 01 entries of $RZR^{\mathsf T}$ are

$$(RZR^{\mathsf T})_{00}=C^2Z_{00}-CS(Z_{01}+Z_{10})+S^2Z_{11},$$
$$(RZR^{\mathsf T})_{01}=CS(Z_{00}-Z_{11})+C^2Z_{01}-S^2Z_{10}.$$

For $R^2$ the sign of $S$ changes, so the terms in $CS$ cancel in the sum. Since $1+2C^2=2S^2=\tfrac32$, the totals are $\tfrac32(Z_{00}+Z_{11})$ and $\tfrac32(Z_{01}-Z_{10})$. The 11 and 10 entries follow in the same way and give $\tfrac32(Z_{00}+Z_{11})$ and $\tfrac32(Z_{10}-Z_{01})$. Entries with exactly one index equal to 2 transform as vectors in the plane, and $1+2C=0$ removes them. The 22 entry is unchanged by each rotation and is counted three times.

```lean
/-- The total charge tensor of the cell for an arbitrary tensor `Z` of atom 0. -/
theorem totalCharge_eq (Z : Matrix (Fin 3) (Fin 3) ℝ) :
    totalCharge Z =
      !![3/2 * (Z 0 0 + Z 1 1), 3/2 * (Z 0 1 - Z 1 0), 0;
         3/2 * (Z 1 0 - Z 0 1), 3/2 * (Z 0 0 + Z 1 1), 0;
         0, 0, 3 * Z 2 2] := by
  have hs : Real.sqrt 3 ^ 2 = 3 := Real.sq_sqrt (by norm_num)
  simp only [totalCharge, siteTensor, Finset.sum_range_succ, Finset.sum_range_zero, pow_zero,
    pow_one, Matrix.transpose_one, one_mul, mul_one, zero_add]
  rw [rot_sq, rot_eq]
  generalize Real.sqrt 3 = s at hs ⊢
  -- each entry is an identity modulo s ^ 2 = 3
  ext i j
  simp only [Matrix.add_apply, Matrix.mul_apply, Matrix.transpose_apply, Fin.sum_univ_three]
  fin_cases i <;> fin_cases j <;> simp <;>
    first
      | ring1
      | linear_combination (Z 1 1 / 2) * hs
      | linear_combination (Z 0 0 / 2) * hs
      | linear_combination (-Z 1 0 / 2) * hs
      | linear_combination (-Z 0 1 / 2) * hs
```

The proof turns on how it handles $\sqrt3$. The command `generalize Real.sqrt 3 = s at hs ⊢` replaces the root by a plain variable `s`, about which only `hs`, that is $s^2=3$, is known. Each entry then becomes a polynomial identity that holds modulo this relation. In the 00 entry, the two sides differ by

$$\tfrac{s^2}{2}Z_{11}-\tfrac32Z_{11}=\tfrac{Z_{11}}2\,(s^2-3),$$

and `linear_combination (Z 1 1 / 2) * hs` supplies exactly this multiple. The combinator `first` tries plain ring algebra, then the listed multiples, until one closes the entry.

Setting the total to zero leaves three conditions: $Z_{11}=-Z_{00}$, $Z_{10}=Z_{01}$ and $Z_{22}=0$. The proof reads them off the 00, 01 and 22 entries; conversely, they make every entry vanish.

```lean
/-- The three Born tensors sum to zero exactly when the xx and yy entries of `Z` are opposite,
its xy and yx entries are equal, and its zz entry vanishes. -/
theorem neutral_iff (Z : Matrix (Fin 3) (Fin 3) ℝ) :
    totalCharge Z = 0 ↔ Z 1 1 = -Z 0 0 ∧ Z 1 0 = Z 0 1 ∧ Z 2 2 = 0 := by
  rw [totalCharge_eq]
  constructor
  · intro h
    have h00 := congrFun (congrFun h 0) 0
    have h01 := congrFun (congrFun h 0) 1
    have h22 := congrFun (congrFun h 2) 2
    simp at h00 h01 h22
    exact ⟨by linarith, by linarith, by linarith⟩
  · rintro ⟨h1, h2, h3⟩
    ext i j
    fin_cases i <;> fin_cases j <;> simp [h1, h2, h3]
```

## What the twofold axis removes

Let $t=(1,-1,-1)$ be the diagonal of $T$. Then $(ZT)_{ij}=Z_{ij}t_j$ and $(TZ)_{ij}=t_iZ_{ij}$, so commutation means $(t_i-t_j)Z_{ij}=0$. The entries that must vanish are those coupling $x$ to $y$ or $z$.

```lean
/-- A tensor is invariant under the twofold rotation about x exactly when its entries coupling
x to y or z vanish. -/
theorem twofold_iff (Z : Matrix (Fin 3) (Fin 3) ℝ) :
    Z * twofold = twofold * Z ↔ Z 0 1 = 0 ∧ Z 0 2 = 0 ∧ Z 1 0 = 0 ∧ Z 2 0 = 0 := by
  constructor
  · intro h
    have h01 := congrFun (congrFun h 0) 1
    have h02 := congrFun (congrFun h 0) 2
    have h10 := congrFun (congrFun h 1) 0
    have h20 := congrFun (congrFun h 2) 0
    simp [twofold, Matrix.mul_apply, Fin.sum_univ_three] at h01 h02 h10 h20
    exact ⟨by linarith, by linarith, by linarith, by linarith⟩
  · rintro ⟨h1, h2, h3, h4⟩
    ext i j
    fin_cases i <;> fin_cases j <;>
      simp [twofold, Matrix.mul_apply, Fin.sum_univ_three, h1, h2, h3, h4]
```

## The allowed tensors and their dimension

Together the conditions leave $Z_{00}=a$, $Z_{11}=-a$, $Z_{12}=c$ and $Z_{21}=d$. The neutrality condition $Z_{10}=Z_{01}$ is now redundant, since both entries are already zero; the proof discards it with the `-` in its pattern. In the other direction, any matrix of this form satisfies all the conditions by substitution.

```lean
/-- Twofold site symmetry and charge neutrality of the cell hold together exactly for the Born
tensors with entries a, -a on the xx, yy diagonal and c, d in the yz, zy positions. -/
theorem born_tensor_iff (Z : Matrix (Fin 3) (Fin 3) ℝ) :
    (Z * twofold = twofold * Z ∧ totalCharge Z = 0) ↔
      ∃ a c d : ℝ, Z = !![a, 0, 0; 0, -a, c; 0, d, 0] := by
  rw [twofold_iff, neutral_iff]
  constructor
  · rintro ⟨⟨h01, h02, h10, h20⟩, h11, -, h22⟩
    refine ⟨Z 0 0, Z 1 2, Z 2 1, ?_⟩
    ext i j
    fin_cases i <;> fin_cases j <;> simp [h01, h02, h10, h20, h11, h22]
  · rintro ⟨a, c, d, rfl⟩
    simp
```

Both requirements are linear in $Z$, so the solutions form a real vector space. The definition checks closure under addition and scaling.

```lean
/-- The space of Born tensors that obey the twofold site symmetry and charge neutrality. -/
def allowed : Submodule ℝ (Matrix (Fin 3) (Fin 3) ℝ) where
  carrier := {Z | Z * twofold = twofold * Z ∧ totalCharge Z = 0}
  zero_mem' := by simp [totalCharge, siteTensor]
  add_mem' := by
    rintro A B ⟨hA, hA'⟩ ⟨hB, hB'⟩
    refine ⟨by rw [add_mul, mul_add, hA, hB], ?_⟩
    have h : totalCharge (A + B) = totalCharge A + totalCharge B := by
      simp only [totalCharge, siteTensor, mul_add, add_mul, Finset.sum_add_distrib]
    rw [h, hA', hB', add_zero]
  smul_mem' := by
    rintro r A ⟨hA, hA'⟩
    refine ⟨by rw [Matrix.smul_mul, Matrix.mul_smul, hA], ?_⟩
    have h : totalCharge (r • A) = r • totalCharge A := by
      simp only [totalCharge, siteTensor, Matrix.mul_smul, Matrix.smul_mul, Finset.smul_sum]
    rw [h, hA', smul_zero]
```

The map $Z\mapsto(Z_{00},Z_{12},Z_{21})$ is a linear bijection onto $\mathbb R^3$. Its inverse fills in the matrix above, and the equivalence just proved shows that nothing is lost.

```lean
/-- The allowed Born tensors are parametrised linearly by their xx, yz and zy entries. -/
def allowedEquiv : allowed ≃ₗ[ℝ] (Fin 3 → ℝ) where
  toFun Z := ![Z.1 0 0, Z.1 1 2, Z.1 2 1]
  invFun v := ⟨!![v 0, 0, 0; 0, -v 0, v 1; 0, v 2, 0],
    (born_tensor_iff _).2 ⟨v 0, v 1, v 2, rfl⟩⟩
  map_add' A B := by ext i; fin_cases i <;> rfl
  map_smul' r A := by ext i; fin_cases i <;> rfl
  left_inv := by
    rintro ⟨Z, hZ⟩
    obtain ⟨a, c, d, rfl⟩ := (born_tensor_iff Z).1 hZ
    rfl
  right_inv v := by ext i; fin_cases i <;> rfl
```

The dimension is therefore three.

```lean
/-- The space of allowed Born tensors has dimension three. -/
theorem finrank_allowed : Module.finrank ℝ allowed = 3 := by
  rw [allowedEquiv.finrank_eq]
  simp
```

For density functional perturbation theory on the ideal structure, with the sum rule exact, three numbers thus fix all three Born tensors. Suppose a computed tensor of atom 0 has the twofold symmetry but violates the sum rule, and the other two tensors are its rotated copies. By `totalCharge_eq`, the cell total is then diagonal, with $\tfrac32(Z_{00}+Z_{11})$ in the $xx$ and $yy$ entries and $3Z_{22}$ in $zz$. Errors in $Z_{12}$, in $Z_{21}$ and in the difference $Z_{00}-Z_{11}$ do not show in this total, so a tensor of the allowed form with wrong values of $a$, $c$ and $d$ still passes the sum rule.

## The dipole of a screw-symmetric displacement

Displace the atoms by $u$, $Ru$ and $R^2u$. Because $R^{\mathsf T}R=1$, each contribution simplifies to

$$R^kZ(R^k)^{\mathsf T}R^ku=R^kZu .$$

The proof checks $R^{\mathsf T}R=1$ entry by entry, then uses that $R^{\mathsf T}$ and $R$ commute to pass to $k$-th powers.

```lean
/-- The rotated Born tensor acting on the rotated displacement gives the rotated dipole. -/
theorem siteTensor_mulVec (Z : Matrix (Fin 3) (Fin 3) ℝ) (k : ℕ) (u : Fin 3 → ℝ) :
    siteTensor Z k *ᵥ (rot ^ k *ᵥ u) = rot ^ k *ᵥ (Z *ᵥ u) := by
  have h1 : rotᵀ * rot = 1 := by
    have hs : Real.sqrt 3 ^ 2 = 3 := Real.sq_sqrt (by norm_num)
    rw [rot_eq]
    generalize Real.sqrt 3 = s at hs ⊢
    ext i j
    fin_cases i <;> fin_cases j <;> simp [Matrix.mul_apply, Fin.sum_univ_three] <;>
      first
        | ring1
        | linear_combination (1/4 : ℝ) * hs
  have hc : Commute rotᵀ rot := h1.trans (mul_eq_one_comm.1 h1).symm
  have hk : (rot ^ k)ᵀ * rot ^ k = 1 := by
    rw [Matrix.transpose_pow, ← hc.mul_pow, h1, one_pow]
  rw [siteTensor, Matrix.mulVec_mulVec, mul_assoc, hk, mul_one, Matrix.mulVec_mulVec]
```

The cell dipole is $(1+R+R^2)Zu$, and $1+R+R^2=\mathrm{diag}(0,0,3)$. For an allowed tensor $(Zu)_2=Z_{21}u_1$, so the dipole is $(0,0,3Z_{21}u_1)$.

```lean
/-- For an allowed Born tensor, displacing the three atoms by `u` and its successive rotations
induces a dipole along z equal to three times the zy entry times the y component of `u`. -/
theorem cellDipole_eq (Z : Matrix (Fin 3) (Fin 3) ℝ) (hZ : Z ∈ allowed) (u : Fin 3 → ℝ) :
    cellDipole Z u = ![0, 0, 3 * (Z 2 1 * u 1)] := by
  obtain ⟨a, c, d, rfl⟩ := (born_tensor_iff Z).1 hZ
  -- the dipole is (1 + R + R ^ 2) applied to Z u
  simp only [cellDipole, siteTensor_mulVec, Finset.sum_range_succ, Finset.sum_range_zero,
    pow_zero, pow_one, Matrix.one_mulVec, zero_add]
  rw [rot_sq, rot_eq]
  ext i
  simp only [Pi.add_apply, Matrix.mulVec, dotProduct, Fin.sum_univ_three]
  fin_cases i <;> simp <;> ring

end

end TrigonalSeleniumBorn
```

With atom 0 on the $x$ axis and the helix axis along $z$, the three components of $u$ describe familiar motions. A displacement along $x$ makes the helix breathe and one along $z$ shifts it rigidly; neither induces a dipole. A displacement along $y$, repeated in every cell, turns each helix about its own axis (to first order in $u$) while the lattice stays fixed, and this motion polarises the cell along $z$ whenever $Z_{21}\neq0$.

```lean
#print axioms TrigonalSeleniumBorn.born_tensor_iff
#print axioms TrigonalSeleniumBorn.finrank_allowed
#print axioms TrigonalSeleniumBorn.cellDipole_eq
```

```
'TrigonalSeleniumBorn.born_tensor_iff' depends on axioms: [propext, Classical.choice, Quot.sound]
'TrigonalSeleniumBorn.finrank_allowed' depends on axioms: [propext, Classical.choice, Quot.sound]
'TrigonalSeleniumBorn.cellDipole_eq' depends on axioms: [propext, Classical.choice, Quot.sound]
```
